# Wedderburn rank reduction: on a quadratic surface, an SR1 update with nonzero denominator lowers the rank of a symmetric Hessian error by one

One way to update the model Hessian after a step of a quasi-Newton geometry optimisation is the symmetric rank-one (SR1) formula, which uses the observed change in the gradient to correct the model by a single dyad. On a quadratic surface with a symmetric starting model, each such correction with a nonzero denominator removes exactly one from the rank of the Hessian error, so the number of such corrections needed to reach the exact Hessian equals the rank of the initial error.

In Lean 4 with Mathlib:

```lean
import Mathlib

open Matrix Module

namespace WedderburnRankReduction

noncomputable section

variable {K m n : Type*} [Field K] [Fintype m] [Fintype n]

/-- The Wedderburn reduction `A - A x yᵀ A / (yᵀ A x)` of a matrix `A`. -/
def wedderburn (A : Matrix m n K) (x : n → K) (y : m → K) : Matrix m n K :=
  A - (y ⬝ᵥ (A *ᵥ x))⁻¹ • vecMulVec (A *ᵥ x) (y ᵥ* A)

/-- The symmetric rank-one (SR1) update of a model Hessian `B` for the step `s` and the
gradient change `y`. -/
def sr1 (B : Matrix n n K) (s y : n → K) : Matrix n n K :=
  B + (s ⬝ᵥ (y - B *ᵥ s))⁻¹ • vecMulVec (y - B *ᵥ s) (y - B *ᵥ s)

/-- The model Hessians produced by SR1 on a quadratic surface with Hessian `H`, starting from
`B₀` and taking the steps `s 0, s 1, …`. -/
def sr1Seq (H B₀ : Matrix n n K) (s : ℕ → n → K) : ℕ → Matrix n n K
  | 0 => B₀
  | k + 1 => sr1 (sr1Seq H B₀ s k) (s k) (H *ᵥ s k)

omit [Fintype m] in
/-- If `B` annihilates every vector that `A` annihilates, the rank of `B` is at most that
of `A`. -/
theorem rank_le_of_ker (A B : Matrix m n K) (h : ∀ z, A *ᵥ z = 0 → B *ᵥ z = 0) :
    B.rank ≤ A.rank := by
  have hle : LinearMap.ker A.mulVecLin ≤ LinearMap.ker B.mulVecLin := fun z hz =>
    LinearMap.mem_ker.mpr (h z (LinearMap.mem_ker.mp hz))
  have hdim := Submodule.finrank_mono hle
  have hA : A.rank + finrank K (LinearMap.ker A.mulVecLin) = finrank K (n → K) :=
    LinearMap.finrank_range_add_finrank_ker A.mulVecLin
  have hB : B.rank + finrank K (LinearMap.ker B.mulVecLin) = finrank K (n → K) :=
    LinearMap.finrank_range_add_finrank_ker B.mulVecLin
  omega

/-- The action of the reduced matrix on a vector `z`: a multiple of `A x` is removed
from `A z`. -/
theorem wedderburn_mulVec (A : Matrix m n K) (x z : n → K) (y : m → K) :
    wedderburn A x y *ᵥ z =
      A *ᵥ z - ((y ⬝ᵥ (A *ᵥ x))⁻¹ * (y ⬝ᵥ (A *ᵥ z))) • (A *ᵥ x) := by
  rw [wedderburn, Matrix.sub_mulVec, Matrix.smul_mulVec, Matrix.vecMulVec_mulVec,
    op_smul_eq_smul, smul_smul, ← Matrix.dotProduct_mulVec]

/-- Wedderburn rank reduction: if `yᵀ A x` is nonzero, the reduced matrix has rank exactly
one less than `A`. -/
theorem wedderburn_rank (A : Matrix m n K) (x : n → K) (y : m → K)
    (hw : y ⬝ᵥ (A *ᵥ x) ≠ 0) : (wedderburn A x y).rank + 1 = A.rank := by
  -- the kernel grows strictly, because it gains the vector x
  have hker : LinearMap.ker A.mulVecLin < LinearMap.ker (wedderburn A x y).mulVecLin := by
    refine SetLike.lt_iff_le_and_exists.mpr ⟨fun z hz => ?_, x, ?_, fun hx => ?_⟩
    · have hz' : A *ᵥ z = 0 := LinearMap.mem_ker.mp hz
      refine LinearMap.mem_ker.mpr ?_
      rw [Matrix.mulVecLin_apply, wedderburn_mulVec, hz']
      simp
    · refine LinearMap.mem_ker.mpr ?_
      rw [Matrix.mulVecLin_apply, wedderburn_mulVec, inv_mul_cancel₀ hw, one_smul, sub_self]
    · have hx' : A *ᵥ x = 0 := LinearMap.mem_ker.mp hx
      exact hw (by rw [hx', dotProduct_zero])
  have hdim := Submodule.finrank_lt_finrank_of_lt hker
  have hA : A.rank + finrank K (LinearMap.ker A.mulVecLin) = finrank K (n → K) :=
    LinearMap.finrank_range_add_finrank_ker A.mulVecLin
  have hB : (wedderburn A x y).rank + finrank K (LinearMap.ker (wedderburn A x y).mulVecLin)
      = finrank K (n → K) :=
    LinearMap.finrank_range_add_finrank_ker (wedderburn A x y).mulVecLin
  -- subtracting this dyad lowers the rank by at most one
  have hAx : A *ᵥ x ≠ 0 := fun h => hw (by rw [h, dotProduct_zero])
  have hsub : LinearMap.range A.mulVecLin ≤
      LinearMap.range (wedderburn A x y).mulVecLin ⊔ Submodule.span K {A *ᵥ x} := by
    rintro _ ⟨z, rfl⟩
    refine Submodule.mem_sup.mpr ⟨wedderburn A x y *ᵥ z, LinearMap.mem_range.mpr ⟨z, rfl⟩,
      ((y ⬝ᵥ (A *ᵥ x))⁻¹ * (y ⬝ᵥ (A *ᵥ z))) • (A *ᵥ x),
      Submodule.smul_mem _ _ (Submodule.mem_span_singleton_self _), ?_⟩
    rw [wedderburn_mulVec, sub_add_cancel, Matrix.mulVecLin_apply]
  have hle : A.rank ≤ (wedderburn A x y).rank + 1 := by
    have h1 := (Submodule.finrank_mono hsub).trans
      (Submodule.finrank_add_le_finrank_add_finrank _ _)
    rw [finrank_span_singleton hAx] at h1
    exact h1
  omega

omit [Fintype m] in
/-- If subtracting the dyad `u vᵀ` lowers the rank of `A`, then `u = A x` for some `x`
with `vᵀ x = 1`. -/
theorem exists_preimage_of_rank_lt (A : Matrix m n K) (u : m → K) (v : n → K)
    (h : (A - vecMulVec u v).rank < A.rank) : ∃ x, A *ᵥ x = u ∧ v ⬝ᵥ x = 1 := by
  -- some vector is annihilated by the difference but not by A
  have hex : ∃ x, (A - vecMulVec u v) *ᵥ x = 0 ∧ A *ᵥ x ≠ 0 := by
    by_contra hcon
    refine absurd h (not_lt_of_ge (rank_le_of_ker _ _ fun z hz => ?_))
    by_contra hz'
    exact hcon ⟨z, hz, hz'⟩
  obtain ⟨x, hx, hAx⟩ := hex
  rw [Matrix.sub_mulVec, Matrix.vecMulVec_mulVec, op_smul_eq_smul, sub_eq_zero] at hx
  have hv : v ⬝ᵥ x ≠ 0 := fun h0 => hAx (by rw [hx, h0, zero_smul])
  refine ⟨(v ⬝ᵥ x)⁻¹ • x, ?_, ?_⟩
  · rw [Matrix.mulVec_smul, hx, smul_smul, inv_mul_cancel₀ hv, one_smul]
  · rw [dotProduct_smul, smul_eq_mul, inv_mul_cancel₀ hv]

/-- Subtracting a dyad `u vᵀ` lowers the rank of `A` by one exactly when `u = A x` and
`vᵀ = yᵀ A` for vectors with `yᵀ A x = 1`. -/
theorem rank_sub_dyad_iff (A : Matrix m n K) (u : m → K) (v : n → K) :
    (A - vecMulVec u v).rank + 1 = A.rank ↔
      ∃ x y, A *ᵥ x = u ∧ y ᵥ* A = v ∧ y ⬝ᵥ (A *ᵥ x) = 1 := by
  constructor
  · intro h
    obtain ⟨x, hx, _⟩ := exists_preimage_of_rank_lt A u v (by omega)
    -- the same argument for the transpose gives the left vector
    have ht : (A - vecMulVec u v)ᵀ = Aᵀ - vecMulVec v u := by
      ext i j
      simp [Matrix.vecMulVec_apply, mul_comm]
    obtain ⟨y, hy, hyu⟩ := exists_preimage_of_rank_lt Aᵀ v u (by
      rw [← ht, Matrix.rank_transpose, Matrix.rank_transpose]
      omega)
    exact ⟨x, y, hx, by rw [← Matrix.mulVec_transpose]; exact hy,
      by rw [hx, dotProduct_comm]; exact hyu⟩
  · rintro ⟨x, y, rfl, rfl, h⟩
    have hr := wedderburn_rank A x y (by rw [h]; exact one_ne_zero)
    rwa [wedderburn, h, inv_one, one_smul] at hr

/-- On a quadratic surface, if the Hessian `H` and the model `B` are symmetric, the Hessian error
after an SR1 step `s` is the Wedderburn reduction of the previous error with both vectors equal to
`s`. -/
theorem sr1_error (H B : Matrix n n K) (s : n → K) (hH : H.IsSymm) (hB : B.IsSymm) :
    H - sr1 B s (H *ᵥ s) = wedderburn (H - B) s s := by
  have hs : s ᵥ* (H - B) = (H - B) *ᵥ s := by
    rw [← Matrix.mulVec_transpose, Matrix.transpose_sub, hH.eq, hB.eq]
  rw [sr1, wedderburn, hs, ← Matrix.sub_mulVec, sub_add_eq_sub_sub]

/-- If the Hessian `H` and the model `B` are symmetric, an SR1 step with nonzero denominator on a
quadratic surface lowers the rank of the Hessian error by exactly one. -/
theorem sr1_rank (H B : Matrix n n K) (s : n → K) (hH : H.IsSymm) (hB : B.IsSymm)
    (hden : s ⬝ᵥ (H *ᵥ s - B *ᵥ s) ≠ 0) :
    (H - sr1 B s (H *ᵥ s)).rank + 1 = (H - B).rank := by
  rw [sr1_error H B s hH hB]
  exact wedderburn_rank _ _ _ (by rwa [Matrix.sub_mulVec])

/-- Every SR1 model Hessian is symmetric if the initial one is. -/
theorem sr1Seq_isSymm (H B₀ : Matrix n n K) (s : ℕ → n → K) (hB : B₀.IsSymm) (k : ℕ) :
    (sr1Seq H B₀ s k).IsSymm := by
  induction k with
  | zero => exact hB
  | succ k ih =>
    refine Matrix.IsSymm.ext fun i j => ?_
    simp only [sr1Seq, sr1, Matrix.add_apply, Matrix.smul_apply, Matrix.vecMulVec_apply,
      smul_eq_mul]
    rw [ih.apply i j]
    ring

/-- Let the Hessian `H` and the initial model `B₀` be symmetric. After `N` SR1 steps with nonzero
denominators on a quadratic surface, the rank of the Hessian error has dropped by exactly `N`. -/
theorem sr1Seq_rank (H B₀ : Matrix n n K) (s : ℕ → n → K) (hH : H.IsSymm) (hB : B₀.IsSymm)
    (N : ℕ) (hden : ∀ k < N, s k ⬝ᵥ (H *ᵥ s k - sr1Seq H B₀ s k *ᵥ s k) ≠ 0) :
    (H - sr1Seq H B₀ s N).rank + N = (H - B₀).rank := by
  induction N with
  | zero => rfl
  | succ N ih =>
    have h1 := ih fun k hk => hden k (by omega)
    have h2 := sr1_rank H (sr1Seq H B₀ s N) (s N) hH (sr1Seq_isSymm H B₀ s hB N)
      (hden N (by omega))
    change (H - sr1 (sr1Seq H B₀ s N) (s N) (H *ᵥ s N)).rank + (N + 1) = _
    omega

/-- Let the Hessian `H` and the initial model `B₀` be symmetric. After `N` SR1 steps with nonzero
denominators on a quadratic surface, the model equals the exact Hessian if and only if `N` is the
rank of the initial Hessian error. -/
theorem sr1Seq_eq_hessian_iff (H B₀ : Matrix n n K) (s : ℕ → n → K) (hH : H.IsSymm)
    (hB : B₀.IsSymm) (N : ℕ)
    (hden : ∀ k < N, s k ⬝ᵥ (H *ᵥ s k - sr1Seq H B₀ s k *ᵥ s k) ≠ 0) :
    sr1Seq H B₀ s N = H ↔ N = (H - B₀).rank := by
  classical
  have hr := sr1Seq_rank H B₀ s hH hB N hden
  constructor
  · intro h
    rw [h, sub_self, Matrix.rank_zero] at hr
    omega
  · intro h
    -- an error matrix of rank zero vanishes
    have h0 : finrank K (LinearMap.range (H - sr1Seq H B₀ s N).mulVecLin) = 0 := by
      change (H - sr1Seq H B₀ s N).rank = 0
      omega
    have hz := LinearMap.range_eq_bot.mp (Submodule.finrank_eq_zero.mp h0)
    have hM : H - sr1Seq H B₀ s N = 0 := by
      ext i j
      have hij := congrFun (LinearMap.congr_fun hz (Pi.single j 1)) i
      simpa using hij
    exact (sub_eq_zero.mp hM).symm

end

end WedderburnRankReduction
```

```lean
#print axioms WedderburnRankReduction.rank_sub_dyad_iff
-- 'WedderburnRankReduction.rank_sub_dyad_iff' depends on axioms: [propext, Classical.choice, Quot.sound]
#print axioms WedderburnRankReduction.sr1_rank
-- 'WedderburnRankReduction.sr1_rank' depends on axioms: [propext, Classical.choice, Quot.sound]
#print axioms WedderburnRankReduction.sr1Seq_eq_hessian_iff
-- 'WedderburnRankReduction.sr1Seq_eq_hessian_iff' depends on axioms: [propext, Classical.choice, Quot.sound]
```

## Which dyads lower the rank

Let \(A\) be a matrix with finitely many rows and columns over a field \(K\), and let \(x\) and \(y\) be vectors for which the number \(w = y^T A x\) is nonzero. The Wedderburn reduction of \(A\) is

\[
A' = A - \frac{A x\, y^T A}{w}.
\]

The theorem `wedderburn_rank` says that \(\operatorname{rank} A' + 1 = \operatorname{rank} A\). In the code, `A *ᵥ x` is \(Ax\), `y ᵥ* A` is the row vector \(y^T A\), `⬝ᵥ` is the dot product and `vecMulVec u v` is the dyad \(u v^T\). The matrix may be rectangular.

The theorem `rank_sub_dyad_iff` adds the converse. Subtracting a dyad \(u v^T\) lowers the rank of \(A\) by one if and only if there are vectors \(x\) and \(y\) with \(u = Ax\), \(v^T = y^T A\) and \(y^T A x = 1\). Every dyad that lowers the rank by one is therefore of Wedderburn's form, with the factor \(1/w\) absorbed into the vectors.

For physical Hessians, \(K\) is the field of real numbers. Over the complex numbers the statements still hold, but the dot product has no complex conjugation and `IsSymm` means \(H^T = H\), so the SR1 theorems do not cover complex Hermitian matrices in general.

## The Hessian error in an optimisation

Let \(H\) be the exact Hessian of a quadratic energy surface, \(B\) the current model and \(s\) the step. The gradient change along the step is then exactly \(Hs\), and this is what the theorems pass to `sr1` as its argument `y`. That argument is a different object from the left vector \(y\) in the Wedderburn reduction. The update is

\[
B_+ = B + \frac{r r^T}{s^T r}, \qquad r = Hs - Bs.
\]

The vector \(r\) is the part of the gradient change that the model failed to predict. The denominator \(s^T r = s^T (H-B) s\) is the error in the model's curvature along the step, multiplied by the squared step length. It is also twice the difference between the true energy change and the one predicted by the quadratic model with the exact starting gradient.

The hypothesis `hden` requires this number to be nonzero. It can vanish even when \(r\) does not, because an indefinite error matrix may have zero curvature along some direction that it does not annihilate. Programs commonly skip the update when the denominator is too small.

The recursion `sr1Seq H B₀ s` starts from \(B_0\) and takes prescribed steps \(s_0, s_1, \dots\), producing models \(B_0, B_1, \dots\). If \(H\) and \(B_0\) are symmetric and the denominators for \(k = 0, \dots, N-1\) are nonzero, `sr1Seq_rank` gives

\[
\operatorname{rank}(H - B_N) + N = \operatorname{rank}(H - B_0).
\]

Under the same hypotheses, `sr1Seq_eq_hessian_iff` says that \(B_N = H\) if and only if \(N = \operatorname{rank}(H - B_0)\). A starting model that is wrong only in a few-dimensional subspace thus needs only a few updates, whatever the number of coordinates.

The steps may come from any source, such as a line search or a trust-region method; the theorems do not construct them or show that their denominators are nonzero. The arithmetic is exact and the surface is quadratic. For a molecule, where the Hessian changes with geometry and gradients carry numerical error, the count describes the harmonic idealisation near a stationary point.

## One null direction gained, one range direction lost

Applying the reduced matrix to any vector \(z\) gives

\[
A' z = Az - \frac{y^T A z}{w}\, Ax,
\]

which is the lemma `wedderburn_mulVec`. Two consequences follow.

If \(Az = 0\), then \(A'z = 0\), so the kernel of \(A'\) contains the kernel of \(A\). For \(z = x\) the coefficient equals one and \(A'x = 0\). But \(Ax \neq 0\), since otherwise \(w\) would vanish. The kernel has therefore grown by at least one dimension. Both matrices act on the same space, so the rank–nullity theorem gives \(\operatorname{rank} A' \le \operatorname{rank} A - 1\).

The same formula, rearranged, reads

\[
Az = A'z + \frac{y^T A z}{w}\, Ax.
\]

Every vector in the range of \(A\) is thus a vector in the range of \(A'\) plus a multiple of \(Ax\). Hence \(\operatorname{rank} A \le \operatorname{rank} A' + 1\), and the two inequalities give equality.

The proof of `wedderburn_rank` has the same two halves. The statement `hker` is the strict inclusion of kernels, with \(x\) as the new element, and `hsub` is the inclusion of ranges. The dimension theorems turn these inclusions into inequalities between natural numbers, which `omega` combines.

## Recovering the vectors from a drop in rank

For the converse, suppose that \(A - u v^T\) has smaller rank than \(A\). If every vector annihilated by \(A - u v^T\) were also annihilated by \(A\), rank–nullity would give \(\operatorname{rank} A \le \operatorname{rank}(A - uv^T)\), a contradiction. This comparison is the lemma `rank_le_of_ker`. So there is a vector \(x_0\) with

\[
A x_0 = (v^T x_0)\, u, \qquad A x_0 \neq 0.
\]

The number \(v^T x_0\) cannot be zero. Dividing by it, we set \(x = x_0/(v^T x_0)\) and obtain \(Ax = u\) and \(v^T x = 1\). This is `exists_preimage_of_rank_lt`, where the vector comes from a proof by contradiction and is then rescaled.

Transposition preserves rank and turns the difference into \(A^T - v u^T\). The same lemma now supplies a vector \(y\) with \(A^T y = v\) and \(u^T y = 1\). In terms of \(A\), this means \(y^T A = v^T\) and \(y^T A x = y^T u = 1\), as required. The other direction of `rank_sub_dyad_iff` is the Wedderburn theorem with \(w = 1\).

## From one update to the exact Hessian

Write \(E = H - B\) for the error before the update and \(E_+ = H - B_+\) for the error after it. Since \(r = Es\),

\[
E_+ = E - \frac{Es\,(Es)^T}{s^T E s}
    = E - \frac{Es\, s^T E}{s^T E s}.
\]

The second equality uses the symmetry of \(E\), which follows from that of \(H\) and \(B\). The result is the Wedderburn reduction of \(E\) with both vectors equal to \(s\). The theorem `sr1_error` proves this identity, with the symmetry step recorded as `hs`, and `sr1_rank` combines it with `wedderburn_rank`.

To repeat the argument, the next model must again be symmetric. It is, because the update adds a multiple of the symmetric matrix \(r r^T\); `sr1Seq_isSymm` establishes this by induction. With \(E_k = H - B_k\), each update satisfies

\[
\operatorname{rank} E_{k+1} + 1 = \operatorname{rank} E_k,
\]

and induction on \(N\) gives the count in `sr1Seq_rank`. For \(N = 0\) no update has been made and both sides are the initial rank.

If \(B_N = H\), then \(E_N = 0\) has rank zero and the count forces \(N = \operatorname{rank} E_0\). Conversely, if \(N = \operatorname{rank} E_0\), the count leaves \(\operatorname{rank} E_N = 0\). A matrix of rank zero sends every vector to zero. The last part of `sr1Seq_eq_hessian_iff` applies this to the coordinate basis vectors, which shows that every entry of \(E_N\) vanishes.

## Earlier steps remain exactly reproduced

The kernel argument also yields a neighbouring property that the file does not state as a theorem. Under the hypotheses of `sr1Seq_rank`, the update made with \(s_j\) puts that step into the kernel of the error, and later updates keep it there. Consequently,

\[
B_N s_j = H s_j \qquad (0 \le j < N).
\]

The model reproduces the gradient changes of all earlier steps, not only the latest one. The steps are also linearly independent: if \(s_k\) were a combination of earlier steps, then \(E_k s_k = 0\) and its denominator would vanish.
